# Plasma-frequency bounds on Gaskell's Jastrow factor for the Coulomb interaction

In Hartree atomic units (ħ = m = e = 1), Gaskell's Jastrow factor u for a three-dimensional electron gas is given at wave number k by the formula 2nu = √(1/S0² + 4nv/k²) − 1/S0. Here n is the electron density, S0 is the static structure factor without the Jastrow factor, and v is the Fourier transform of the interaction. The function u is the Fourier transform of the pair function u(r) in the factor exp(−∑ u(r_ij)), with each pair counted once.

The theorem `gaskell_coulomb_bounds` takes the Coulomb interaction v = 4π/k² and states that 2ω − k²/S0 ≤ 2nk²u ≤ 2ω, where ω = √(4πn) is the plasma frequency. It holds for any positive real numbers k, n and S0, and no particular form of S0 as a function of k is assumed. The proof writes 2nk²u as y − x, where x = k²/S0 and y is k² times the square root in the formula, and shows that y² = x² + 4ω². From this it gets 2ω ≤ y ≤ x + 2ω, and subtracting x gives the two bounds.

The failing Lean file:

```lean
import Mathlib

open Real

namespace GaskellCoulombBounds

noncomputable section

/-- The inverse RPA structure factor `√(1/S0² + 4nv/k²)`, for `k ≠ 0`, `S0 ≠ 0` and a nonnegative
radicand. -/
def invStructure (k n v S0 : ℝ) : ℝ :=
  √(1 / S0 ^ 2 + 4 * n * v / k ^ 2)

/-- Gaskell's Jastrow factor, `2nu = √(1/S0² + 4nv/k²) - 1/S0`, for nonzero `k`, `n`, `S0` and a
nonnegative radicand. -/
def gaskell (k n v S0 : ℝ) : ℝ := (invStructure k n v S0 - 1 / S0) / (2 * n)

/-- If `k` and `S0` are positive and `k² + 4nvS0² > 0`, the inverse RPA structure factor is
positive and its square is `1/S0² + 4nv/k²`. -/
theorem invStructure_spec {k n v S0 : ℝ} (hk : 0 < k) (h0 : 0 < S0)
    (hst : 0 < k ^ 2 + 4 * n * v * S0 ^ 2) :
    0 < invStructure k n v S0 ∧
      invStructure k n v S0 ^ 2 = 1 / S0 ^ 2 + 4 * n * v / k ^ 2 := by
  have h : 0 < 1 / S0 ^ 2 + 4 * n * v / k ^ 2 := by
    rw [div_add_div _ _ (pow_ne_zero 2 h0.ne') (pow_ne_zero 2 hk.ne')]
    exact div_pos (by linarith) (by positivity)
  exact ⟨Real.sqrt_pos.mpr h, Real.sq_sqrt h.le⟩

/-- For the Coulomb interaction `v = 4π/k²` and positive `k`, `n`, `S0`, Gaskell's factor
satisfies `2ω - k²/S0 ≤ 2nk²u ≤ 2ω`, where `ω = √(4πn)` is the plasma frequency. -/
theorem gaskell_coulomb_bounds {k n S0 : ℝ} (hk : 0 < k) (hn : 0 < n) (h0 : 0 < S0) :
    2 * √(4 * π * n) - k ^ 2 / S0 ≤ 2 * n * k ^ 2 * gaskell k n (4 * π / k ^ 2) S0 ∧
      2 * n * k ^ 2 * gaskell k n (4 * π / k ^ 2) S0 ≤ 2 * √(4 * π * n) := by
  have hst : 0 < k ^ 2 + 4 * n * (4 * π / k ^ 2) * S0 ^ 2 := by positivity
  obtain ⟨hR, hsq⟩ := invStructure_spec hk h0 hst
  have hu : 2 * n * k ^ 2 * gaskell k n (4 * π / k ^ 2) S0 =
      k ^ 2 * invStructure k n (4 * π / k ^ 2) S0 - k ^ 2 / S0 := by
    unfold gaskell
    field_simp
  have hw : √(4 * π * n) ^ 2 = 4 * π * n := Real.sq_sqrt (by positivity)
  have hw0 : 0 ≤ √(4 * π * n) := Real.sqrt_nonneg _
  have hx : 0 < k ^ 2 / S0 := by positivity
  have hy : 0 < k ^ 2 * invStructure k n (4 * π / k ^ 2) S0 := by positivity
  -- the scaled root is the hypotenuse over `k²/S0` and `2ω`
  have hyp : (k ^ 2 * invStructure k n (4 * π / k ^ 2) S0) ^ 2 =
      (k ^ 2 / S0) ^ 2 + 4 * √(4 * π * n) ^ 2 := by
    rw [mul_pow, hsq, hw]
    field_simp
    ring
  rw [hu]
  generalize k ^ 2 * invStructure k n (4 * π / k ^ 2) S0 = y at *
  generalize k ^ 2 / S0 = x at *
  generalize √(4 * π * n) = w at *
  constructor
  · have h : 2 * w ≤ y := by nlinarith [mul_pos hx hx]
    linarith
  · have h : y ≤ x + 2 * w := by nlinarith [mul_nonneg hx.le hw0]
    linarith

end

end GaskellCoulombBounds
```

Messages:

```
Main.lean:49:4: error: No goals to be solved
```

As a diff, the version that Lean accepts:

```diff
@@ -47,5 +47,4 @@
     rw [mul_pow, hsq, hw]
     field_simp
-    ring
   rw [hu]
   generalize k ^ 2 * invStructure k n (4 * π / k ^ 2) S0 = y at *
```

What went wrong. The message `No goals to be solved` points to the `ring` at the end of the proof of `hyp`, the identity y² = x² + 4ω². It means that the tactic was called when nothing was left to prove.

After `rw [mul_pow, hsq, hw]` both square roots are gone, and the goal is an equation between fractions with powers of `k` and `S0` in the denominators. `field_simp` clears these denominators, which it can do because `k` and `S0` are positive and so nonzero. It also puts the two sides in a normal form, and here that is enough to make them agree, so `field_simp` closes the goal itself. The `ring` after it then has no goal to work on, which Lean reports as an error.

The repair deletes that `ring`. The identity was already proved without it, and the rest of the proof is unchanged.
